# Ordered fermion amplitudes are nonnegative for products of bond propagators with nonnegative times on an open chain

## Fermion amplitudes as ordered minors

Can an imaginary-time amplitude between two configurations of non-interacting spinless fermions on an open chain be negative? To make the question definite, the occupied sites are listed from left to right, and the $N$-fermion amplitude is represented by a minor of the one-particle propagator.

The sites are $0,\dots,m$, and bond $k$ joins sites $k$ and $k+1$, with $0\le k<m$. For a one-particle matrix $A$, the amplitude from sites $c_0<\dots<c_{N-1}$ to sites $r_0<\dots<r_{N-1}$ is

$$\Delta_A(r,c)=\det\,[A_{r_i c_j}]_{i,j=0}^{N-1}.$$

That this determinant equals the matrix element between Slater determinants in Fock space is the step from the model to the physical system; it is taken from second quantisation.

Let $K_k$ be the matrix that exchanges sites $k$ and $k+1$ and vanishes on all others. The bond propagator $B_k(t)$ is the identity except for the block

$$\begin{pmatrix}\cosh t&\sinh t\\ \sinh t&\cosh t\end{pmatrix}$$

on these two sites. Differentiation turns row $k$ into $(\sinh t,\cosh t)$, which is row $k+1$ of $B_k$, and vice versa; the other rows are constant. Hence $dB_k/dt=K_kB_k$ with $B_k(0)=1$. Here $t$ is not the hopping amplitude, as it often is elsewhere: for $H=-J(c_k^\dagger c_{k+1}+\text{h.c.})$ it is $J$ times the imaginary time, with $\hbar=1$. The condition $t\ge0$ thus stands for $J\ge0$ and forward imaginary time.

## What is proved

- For any finite product of bond propagators with times $t\ge0$, every ordered minor is nonnegative (`no_sign_problem`).
- Under the same condition, every minor with $r=c$ is strictly positive, and so is the sum of these minors over all ordered $r$, the $N$-fermion trace, if $N\le m+1$ (`return_amplitude_pos`, `fermion_trace_pos`).
- For a single factor, all ordered minors are nonnegative exactly when $t\ge0$ (`bond_signFree_iff`).

In Lean, sites have type `Fin (m + 1)` and bonds type `Fin m`; `k.castSucc` and `k.succ` are the sites $k$ and $k+1$. A configuration is a map from `Fin N` to the sites, and `StrictMono` says that it is increasing. The list in `propagator` holds pairs of bond and time, and its first entry is the leftmost factor, which acts last. The property called `SignFree` is known in matrix theory as total nonnegativity.

In a world-line simulation of non-interacting spinless fermions with open ends, the result means that a Trotter product of bond factors with $t\ge0$ gives no negative weights between ordered configurations. The model has no site energies, no interactions and no bond that closes the chain into a ring.

## Two row operations per bond

**Mixing neighbouring rows.** Suppose all ordered minors of $A$ are nonnegative. Replace row $A_p$ by $aA_p+bA_q$, where $|p-q|=1$, $a>0$ and $b\ge0$, and call the result $A'$. If $p$ is not among the $r_i$, the minor is unchanged. If $r_i=p$, linearity of the determinant in that row gives

$$\Delta_{A'}(r,c)=a\,\Delta_A(r,c)+b\,\Delta_A(r',c),$$

where $r'$ is $r$ with $r_i$ replaced by $q$. If $q$ is already occupied, two rows coincide and the last minor is zero. Otherwise $r'$ is still increasing, because no site lies between $p$ and $q$, and the last minor is nonnegative. In every case $\Delta_{A'}(r,c)\ge w\,\Delta_A(r,c)$ with $w>0$.

**A bond factor.** Write $C=\cosh t$, $S=\sinh t$, and let $u,v$ be rows $k$ and $k+1$ of $A$. First replace $u$ by $u'=Cu+Sv$. Then replace $v$ by

$$\frac1C v+\frac SC u'=Su+\frac{1+S^2}{C}\,v=Su+Cv.$$

The result is $B_k(t)A$. For $t\ge0$ the weights have the required signs. The first operation keeps all ordered minors nonnegative, so the second may follow it.

**Induction.** For the identity, an ordered minor is $1$ if $r=c$; otherwise some $r_i$ is missing from $c$, a row vanishes, and the minor is $0$. Each further factor preserves nonnegativity. It also preserves strict positivity for $r=c$, since $w>0$. The trace is then a sum of positive terms, and it is not empty because $N\le m+1$ fermions fit on the chain.

**A single factor.** The one-particle minor with row $k$ and column $k+1$ is $\sinh t$, which is negative for $t<0$. This sign depends on the convention for the site orbitals: reversing the sign of every second orbital turns $t$ into $-t$ in every bond factor and leaves all minors with $r=c$ unchanged.

## Two sites

For $m=1$ there is one bond, and the times add up to a total $T$. The one-particle minors are $\cosh T$ and $\sinh T$; the two-particle minor is $\cosh^2T-\sinh^2T=1$. The full chain cannot move, and its amplitude stays at $1$.

## The Lean file

```lean
import Mathlib

open Matrix

namespace OpenChainSign

noncomputable section

variable {m : ℕ}

/-- The minor of `A` with rows `r` and columns `c`: the amplitude for `N` fermions to go
from the sites `c` to the sites `r` when `A` is the one-particle propagator. -/
def minor (A : Matrix (Fin (m + 1)) (Fin (m + 1)) ℝ) {N : ℕ}
    (r c : Fin N → Fin (m + 1)) : ℝ :=
  (A.submatrix r c).det

/-- All minors with increasingly ordered rows and columns are nonnegative. -/
def SignFree (A : Matrix (Fin (m + 1)) (Fin (m + 1)) ℝ) : Prop :=
  ∀ ⦃N : ℕ⦄ ⦃r c : Fin N → Fin (m + 1)⦄, StrictMono r → StrictMono c → 0 ≤ minor A r c

/-- The hopping matrix of bond `k`: it exchanges the sites `k` and `k+1` and vanishes on
all other sites. -/
def hop (k : Fin m) : Matrix (Fin (m + 1)) (Fin (m + 1)) ℝ :=
  Matrix.of fun i j =>
    if i = k.castSucc then (1 : Matrix (Fin (m + 1)) (Fin (m + 1)) ℝ) k.succ j
    else if i = k.succ then (1 : Matrix (Fin (m + 1)) (Fin (m + 1)) ℝ) k.castSucc j
    else 0

/-- The bond propagator: the identity except for the block
`[[cosh t, sinh t], [sinh t, cosh t]]` on the neighbouring sites `k` and `k+1`. -/
def bond (k : Fin m) (t : ℝ) : Matrix (Fin (m + 1)) (Fin (m + 1)) ℝ :=
  Matrix.of fun i j =>
    if i = k.castSucc then
      Real.cosh t * (1 : Matrix (Fin (m + 1)) (Fin (m + 1)) ℝ) k.castSucc j
        + Real.sinh t * (1 : Matrix (Fin (m + 1)) (Fin (m + 1)) ℝ) k.succ j
    else if i = k.succ then
      Real.sinh t * (1 : Matrix (Fin (m + 1)) (Fin (m + 1)) ℝ) k.castSucc j
        + Real.cosh t * (1 : Matrix (Fin (m + 1)) (Fin (m + 1)) ℝ) k.succ j
    else (1 : Matrix (Fin (m + 1)) (Fin (m + 1)) ℝ) i j

/-- The product of the bond propagators for a finite list of bonds and times. -/
def propagator (l : List (Fin m × ℝ)) : Matrix (Fin (m + 1)) (Fin (m + 1)) ℝ :=
  (l.map fun s => bond s.1 s.2).prod

/-- Row `p` of `A` is replaced by `a` times row `p` plus `b` times row `q`. -/
def mixRow (A : Matrix (Fin (m + 1)) (Fin (m + 1)) ℝ) (p q : Fin (m + 1)) (a b : ℝ) :
    Matrix (Fin (m + 1)) (Fin (m + 1)) ℝ :=
  A.updateRow p (a • A p + b • A q)

/-- The bond propagator starts at the identity and obeys the imaginary-time equation
`dB/dt = K B`, entry by entry, with `K` the hopping matrix of the bond. -/
theorem bond_evolution (k : Fin m) :
    bond k 0 = 1 ∧ ∀ t i j, HasDerivAt (fun s => bond k s i j) ((hop k * bond k t) i j) t := by
  constructor
  · ext i j
    simp only [bond, Matrix.of_apply, Real.cosh_zero, Real.sinh_zero, one_mul, zero_mul,
      add_zero, zero_add]
    split_ifs with h1 h2
    · rw [h1]
    · rw [h2]
    · rfl
  · intro t i j
    have hne : k.succ ≠ k.castSucc := by simp [Fin.ext_iff]
    have one : ∀ x, ∑ l, (1 : Matrix (Fin (m + 1)) (Fin (m + 1)) ℝ) x l * bond k t l j
        = bond k t x j := fun x => by rw [← Matrix.mul_apply, one_mul]
    by_cases h1 : i = k.castSucc
    · have e : (hop k * bond k t) i j = bond k t k.succ j := by
        rw [Matrix.mul_apply, ← one]
        simp only [hop, Matrix.of_apply, if_pos h1]
      rw [e]
      simp only [bond, Matrix.of_apply, if_pos h1, if_neg hne, if_true]
      exact ((Real.hasDerivAt_cosh t).mul_const _).fun_add
        ((Real.hasDerivAt_sinh t).mul_const _)
    · by_cases h2 : i = k.succ
      · have e : (hop k * bond k t) i j = bond k t k.castSucc j := by
          rw [Matrix.mul_apply, ← one]
          simp only [hop, Matrix.of_apply, if_neg h1, if_pos h2]
        rw [e]
        simp only [bond, Matrix.of_apply, if_neg h1, if_pos h2, if_true]
        exact ((Real.hasDerivAt_sinh t).mul_const _).fun_add
          ((Real.hasDerivAt_cosh t).mul_const _)
      · have e : (hop k * bond k t) i j = 0 := by
          rw [Matrix.mul_apply]
          simp only [hop, Matrix.of_apply, if_neg h1, if_neg h2, zero_mul,
            Finset.sum_const_zero]
        rw [e]
        simp only [bond, Matrix.of_apply, if_neg h1, if_neg h2]
        exact hasDerivAt_const t _

/-- If all ordered minors of `A` are nonnegative, then mixing a row with a neighbouring row,
with weights `a > 0` and `b ≥ 0`, leaves each ordered minor at least a positive multiple of
its old value. -/
theorem mixRow_minor {A : Matrix (Fin (m + 1)) (Fin (m + 1)) ℝ} (hA : SignFree A)
    {p q : Fin (m + 1)} (hpq : (q : ℕ) = p + 1 ∨ (p : ℕ) = q + 1) {a b : ℝ}
    (ha : 0 < a) (hb : 0 ≤ b) {N : ℕ} {r c : Fin N → Fin (m + 1)}
    (hr : StrictMono r) (hc : StrictMono c) :
    ∃ w : ℝ, 0 < w ∧ w * minor A r c ≤ minor (mixRow A p q a b) r c := by
  by_cases h : ∃ i, r i = p
  · obtain ⟨i, hi⟩ := h
    -- the determinant is linear in the row that carries site `p`
    have hexp : minor (mixRow A p q a b) r c
        = a * minor A r c + b * minor A (Function.update r i q) c := by
      have e1 : (mixRow A p q a b).submatrix r c = (A.submatrix r c).updateRow i
          (a • (fun j => A p (c j)) + b • (fun j => A q (c j))) := by
        ext x j
        by_cases hx : x = i
        · subst hx
          simp [mixRow, Matrix.updateRow_apply, hi]
        · have hxp : r x ≠ p := fun h => hx (hr.injective (h.trans hi.symm))
          simp [mixRow, Matrix.updateRow_apply, hx, hxp]
      have e2 : (A.submatrix r c).updateRow i (fun j => A p (c j)) = A.submatrix r c := by
        ext x j
        by_cases hx : x = i
        · subst hx
          simp [Matrix.updateRow_apply, hi]
        · simp [Matrix.updateRow_apply, hx]
      have e3 : (A.submatrix r c).updateRow i (fun j => A q (c j))
          = A.submatrix (Function.update r i q) c := by
        ext x j
        by_cases hx : x = i
        · subst hx
          simp [Matrix.updateRow_apply]
        · simp [Matrix.updateRow_apply, hx]
      unfold minor
      rw [e1, Matrix.det_updateRow_add, Matrix.det_updateRow_smul,
        Matrix.det_updateRow_smul, e2, e3]
    -- moving a fermion to a neighbouring site keeps the order or hits an occupied site
    have hnn : 0 ≤ minor A (Function.update r i q) c := by
      by_cases hq : ∃ j, r j = q
      · obtain ⟨j, hj⟩ := hq
        have hji : j ≠ i := by
          intro h
          have h' : (p : ℕ) = q := by rw [← hi, ← hj, h]
          omega
        have h0 : minor A (Function.update r i q) c = 0 :=
          Matrix.det_zero_of_row_eq hji (by funext x; simp [hji, hj])
        exact h0.ge
      · refine hA ?_ hc
        intro x y hxy
        have hlt : (r x : ℕ) < r y := hr hxy
        have nx : (r x : ℕ) ≠ q := fun h => hq ⟨x, Fin.ext h⟩
        have ny : (r y : ℕ) ≠ q := fun h => hq ⟨y, Fin.ext h⟩
        have hip : (r i : ℕ) = p := by rw [hi]
        rw [Function.update_apply, Function.update_apply]
        split_ifs with h1 h2 h2
        · exact absurd (h1.trans h2.symm) hxy.ne
        · rw [h1] at hlt
          rw [Fin.lt_def]
          omega
        · rw [h2] at hlt
          rw [Fin.lt_def]
          omega
        · exact hlt
    refine ⟨a, ha, ?_⟩
    have := mul_nonneg hb hnn
    linarith
  · refine ⟨1, one_pos, ?_⟩
    have e : (mixRow A p q a b).submatrix r c = A.submatrix r c := by
      ext x j
      have hxp : r x ≠ p := fun h' => h ⟨x, h'⟩
      simp [mixRow, Matrix.updateRow_apply, hxp]
    unfold minor
    rw [e, one_mul]

/-- Applying a bond propagator amounts to two successive mixings of neighbouring rows. -/
theorem bond_mul (k : Fin m) (t : ℝ) (A : Matrix (Fin (m + 1)) (Fin (m + 1)) ℝ) :
    bond k t * A = mixRow (mixRow A k.castSucc k.succ (Real.cosh t) (Real.sinh t))
      k.succ k.castSucc (1 / Real.cosh t) (Real.sinh t / Real.cosh t) := by
  ext i j
  have hne : k.castSucc ≠ k.succ := by simp [Fin.ext_iff]
  have one : ∀ x, ∑ l, (1 : Matrix (Fin (m + 1)) (Fin (m + 1)) ℝ) x l * A l j = A x j :=
    fun x => by rw [← Matrix.mul_apply, one_mul]
  have hc : Real.cosh t ≠ 0 := (Real.cosh_pos t).ne'
  have g1 : Real.sinh t / Real.cosh t * Real.cosh t = Real.sinh t := div_mul_cancel₀ _ hc
  have g2 : 1 / Real.cosh t + Real.sinh t / Real.cosh t * Real.sinh t = Real.cosh t := by
    rw [div_mul_eq_mul_div, ← add_div, div_eq_iff hc]
    linear_combination -Real.cosh_sq t
  rw [Matrix.mul_apply]
  by_cases h1 : i = k.castSucc
  · subst h1
    simp only [bond, mixRow, Matrix.of_apply, Matrix.updateRow_apply, if_true, if_neg hne,
      add_mul, mul_assoc, Finset.sum_add_distrib, ← Finset.mul_sum, one, Pi.add_apply,
      Pi.smul_apply, smul_eq_mul]
  · by_cases h2 : i = k.succ
    · subst h2
      simp only [bond, mixRow, Matrix.of_apply, Matrix.updateRow_apply, if_true,
        if_neg hne.symm, add_mul, mul_assoc, Finset.sum_add_distrib, ← Finset.mul_sum, one,
        Pi.add_apply, Pi.smul_apply, smul_eq_mul]
      linear_combination (-A k.castSucc j) * g1 - A k.succ j * g2
    · simp only [bond, mixRow, Matrix.of_apply, Matrix.updateRow_apply, if_neg h1, if_neg h2,
        one]

/-- If all ordered minors of `A` are nonnegative and `t ≥ 0`, then a further bond propagator
leaves each ordered minor at least a positive multiple of its old value. -/
theorem bond_mul_minor {A : Matrix (Fin (m + 1)) (Fin (m + 1)) ℝ} (hA : SignFree A)
    (k : Fin m) {t : ℝ} (ht : 0 ≤ t) {N : ℕ} {r c : Fin N → Fin (m + 1)}
    (hr : StrictMono r) (hc : StrictMono c) :
    ∃ w : ℝ, 0 < w ∧ w * minor A r c ≤ minor (bond k t * A) r c := by
  have hs : 0 ≤ Real.sinh t := Real.sinh_nonneg_iff.mpr ht
  have hC := Real.cosh_pos t
  have hn : (k.succ : ℕ) = k.castSucc + 1 := by simp
  have hB : SignFree (mixRow A k.castSucc k.succ (Real.cosh t) (Real.sinh t)) := by
    intro N r c hr hc
    obtain ⟨w, hw, h⟩ := mixRow_minor hA (Or.inl hn) hC hs hr hc
    exact (mul_nonneg hw.le (hA hr hc)).trans h
  obtain ⟨w, hw, h⟩ := mixRow_minor hA (Or.inl hn) hC hs hr hc
  obtain ⟨v, hv, h'⟩ := mixRow_minor hB (Or.inr hn) (one_div_pos.mpr hC)
    (div_nonneg hs hC.le) hr hc
  refine ⟨v * w, mul_pos hv hw, ?_⟩
  rw [bond_mul, mul_assoc]
  exact (mul_le_mul_of_nonneg_left h hv.le).trans h'

/-- All ordered minors of the identity are nonnegative. -/
theorem signFree_one : SignFree (1 : Matrix (Fin (m + 1)) (Fin (m + 1)) ℝ) := by
  intro N r c hr hc
  by_cases h : ∀ i, ∃ j, c j = r i
  · -- equal occupied sites, both in increasing order, force `r = c`
    choose σ hσ using h
    have hmono : StrictMono σ := fun x y hxy => by
      rw [← hc.lt_iff_lt, hσ, hσ]
      exact hr hxy
    have hid : σ = id := (hmono.range_inj strictMono_id).mp (by
      rw [(Finite.injective_iff_surjective.mp hmono.injective).range_eq, Set.range_id])
    have hrc : r = c := by
      funext i
      rw [← hσ i, hid, id]
    rw [hrc, minor, Matrix.submatrix_one c hc.injective, Matrix.det_one]
    exact zero_le_one
  · push Not at h
    obtain ⟨i, hi⟩ := h
    have h0 : minor (1 : Matrix (Fin (m + 1)) (Fin (m + 1)) ℝ) r c = 0 :=
      Matrix.det_eq_zero_of_row_eq_zero i fun j => by
        simp [(hi j).symm]
    exact h0.ge

/-- Absence of a sign problem on an open chain: for any finite product of bond propagators
with times `t ≥ 0`, every minor with increasingly ordered rows and columns is nonnegative. -/
theorem no_sign_problem (l : List (Fin m × ℝ)) (hl : ∀ s ∈ l, 0 ≤ s.2) {N : ℕ}
    {r c : Fin N → Fin (m + 1)} (hr : StrictMono r) (hc : StrictMono c) :
    0 ≤ minor (propagator l) r c := by
  induction l generalizing N with
  | nil => exact signFree_one hr hc
  | cons s l ih =>
    have hA : SignFree (propagator l) := fun _ _ _ hr hc =>
      ih (fun x hx => hl x (List.mem_cons_of_mem _ hx)) hr hc
    obtain ⟨w, hw, h⟩ := bond_mul_minor hA s.1 (hl s List.mem_cons_self) hr hc
    exact (mul_nonneg hw.le (hA hr hc)).trans h

/-- For times `t ≥ 0`, the amplitude for ordered fermions to return to their initial sites
is strictly positive. -/
theorem return_amplitude_pos (l : List (Fin m × ℝ)) (hl : ∀ s ∈ l, 0 ≤ s.2) {N : ℕ}
    {r : Fin N → Fin (m + 1)} (hr : StrictMono r) : 0 < minor (propagator l) r r := by
  induction l with
  | nil =>
    change 0 < ((1 : Matrix (Fin (m + 1)) (Fin (m + 1)) ℝ).submatrix r r).det
    rw [Matrix.submatrix_one r hr.injective, Matrix.det_one]
    exact one_pos
  | cons s l ih =>
    have hl' : ∀ x ∈ l, 0 ≤ x.2 := fun x hx => hl x (List.mem_cons_of_mem _ hx)
    have hA : SignFree (propagator l) := fun _ _ _ hr hc => no_sign_problem l hl' hr hc
    obtain ⟨w, hw, h⟩ := bond_mul_minor hA s.1 (hl s List.mem_cons_self) hr hr
    exact (mul_pos hw (ih hl')).trans_le h

open scoped Classical in
/-- For times `t ≥ 0` and at most as many fermions as sites, the `N`-fermion trace, summed
over all ordered sets of occupied sites, is strictly positive. -/
theorem fermion_trace_pos (l : List (Fin m × ℝ)) (hl : ∀ s ∈ l, 0 ≤ s.2) {N : ℕ}
    (hN : N ≤ m + 1) :
    0 < ∑ r ∈ (Finset.univ : Finset (Fin N → Fin (m + 1))).filter (fun r => StrictMono r),
      minor (propagator l) r r := by
  apply Finset.sum_pos
  · intro r hr
    exact return_amplitude_pos l hl (Finset.mem_filter.mp hr).2
  · exact ⟨Fin.castLE hN, Finset.mem_filter.mpr ⟨Finset.mem_univ _, fun _ _ h => h⟩⟩

/-- All ordered minors of a single bond propagator are nonnegative exactly when `t ≥ 0`. -/
theorem bond_signFree_iff (k : Fin m) (t : ℝ) : SignFree (bond k t) ↔ 0 ≤ t := by
  constructor
  · intro h
    -- the one-particle hopping amplitude is `sinh t`
    have h1 := h (N := 1) (r := fun _ => k.castSucc) (c := fun _ => k.succ)
      (Subsingleton.strictMono _) (Subsingleton.strictMono _)
    have hne : k.castSucc ≠ k.succ := by simp [Fin.ext_iff]
    have e : minor (bond k t) (fun _ : Fin 1 => k.castSucc) (fun _ => k.succ)
        = Real.sinh t := by
      rw [minor, Matrix.det_fin_one, Matrix.submatrix_apply]
      simp only [bond, Matrix.of_apply, if_true, Matrix.one_apply_ne hne,
        Matrix.one_apply_eq, mul_zero, mul_one, zero_add]
    rw [e] at h1
    exact Real.sinh_nonneg_iff.mp h1
  · intro ht N r c hr hc
    have h := no_sign_problem [(k, t)] (by simpa using ht) hr hc
    simpa [propagator] using h

end

end OpenChainSign
```

```lean
#print axioms OpenChainSign.bond_evolution
#print axioms OpenChainSign.no_sign_problem
#print axioms OpenChainSign.fermion_trace_pos
#print axioms OpenChainSign.bond_signFree_iff
```

```
'OpenChainSign.bond_evolution' depends on axioms: [propext, Classical.choice, Quot.sound]
'OpenChainSign.no_sign_problem' depends on axioms: [propext, Classical.choice, Quot.sound]
'OpenChainSign.fermion_trace_pos' depends on axioms: [propext, Classical.choice, Quot.sound]
'OpenChainSign.bond_signFree_iff' depends on axioms: [propext, Classical.choice, Quot.sound]
```

## From row operations to the theorems

`bond_evolution` splits on the row index and uses the derivatives of cosh and sinh.

`mixRow_minor` is the mixing step. The equations `e1`, `e2` and `e3` identify the submatrices, and `Matrix.det_updateRow_add` and `Matrix.det_updateRow_smul` give the expansion. `Matrix.det_zero_of_row_eq` treats the occupied site, and `omega` checks that the order survives.

`bond_mul` proves the factorisation into two mixings; its identity `g2` is $1/C+S^2/C=C$. `bond_mul_minor` applies the mixing lemma twice, with `hB` supplying nonnegativity of the intermediate minors, and multiplies the two weights.

In `signFree_one`, equal occupied sites give a strictly increasing map `σ` of `Fin N` to itself, which must be the identity. The induction in `no_sign_problem` generalises over `N`, because `SignFree` speaks of all particle numbers at once. `return_amplitude_pos` repeats the induction with strict inequalities, and `fermion_trace_pos` uses the configuration $0,\dots,N-1$ to show that the sum has a term.
